# Iterating the quasiparticle equation converges from close enough to a solution where the self-energy's slope is below one in magnitude

The theorem `attracting` concerns a real solution `w` of the quasiparticle equation, in which the frequency equals a bare level `e` plus the self-energy, a finite sum of terms `v i ^ 2 / (w - d i)` with real couplings and real poles. The solution lies off all the poles, and the strength S(w), the sum of `v i ^ 2 / (w - d i) ^ 2`, which is minus the slope of the self-energy there, is assumed to be less than 1. The claim is that there is a distance δ > 0 such that the iteration started at any real frequency less than δ from `w` never meets a pole and converges to `w`. The proof picks a number `q` between S(w) and 1 and uses the derivative of the self-energy to show that, near `w`, each step shrinks the error at least by the factor `q`. By induction the error after `n` steps is at most `q ^ n` times the initial one, which keeps the iterates off the poles and sends the error to zero.

The first attempt, which Lean rejects:

```lean
import Mathlib

open Filter Topology

namespace Attracting

noncomputable section

variable {ι : Type*} [Fintype ι] {e w w₁ w₂ : ℝ} {v d : ι → ℝ}

/-- The self-energy with couplings `v i` and real poles `d i`, for frequencies `w` off the
poles. -/
def selfEnergy (v d : ι → ℝ) (w : ℝ) : ℝ := ∑ i, v i ^ 2 / (w - d i)

/-- The strength `S(w)`, the sum of `v i ^ 2 / (w - d i) ^ 2`, for frequencies `w` off the
poles. -/
def strength (v d : ι → ℝ) (w : ℝ) : ℝ := ∑ i, v i ^ 2 / (w - d i) ^ 2

/-- One step of the self-consistency iteration, for frequencies `w` off the poles: the new
frequency is the bare level `e` plus the self-energy at the old one. -/
def update (e : ℝ) (v d : ι → ℝ) (w : ℝ) : ℝ := e + selfEnergy v d w

/-- A real solution `w` of the quasiparticle equation that lies off all the poles. -/
structure IsQuasiparticle (e : ℝ) (v d : ι → ℝ) (w : ℝ) : Prop where
  off_pole : ∀ i, w ≠ d i
  solves : w = e + selfEnergy v d w

/-- Off the poles, the self-energy has the derivative `-S(w)`. -/
theorem hasDerivAt_selfEnergy (hw : ∀ i, w ≠ d i) :
    HasDerivAt (selfEnergy v d) (-strength v d w) w := by
  have h : ∀ i ∈ Finset.univ,
      HasDerivAt (fun x => v i ^ 2 / (x - d i)) (-(v i ^ 2 / (w - d i) ^ 2)) w := by
    intro i _
    have h1 := (hasDerivAt_id' w).sub_const (d i)
    have h2 := (hasDerivAt_const w (v i ^ 2)).fun_div h1 (sub_ne_zero.mpr (hw i))
    exact h2.congr_deriv (by ring)
  exact (HasDerivAt.fun_sum h).congr_deriv (by simp [strength])

/-- The strength is nonnegative. -/
theorem strength_nonneg (v d : ι → ℝ) (w : ℝ) : 0 ≤ strength v d w :=
  Finset.sum_nonneg fun i _ => by positivity

/-- Near a quasiparticle solution, one iteration step multiplies the error by `-S(w)`, up to a
correction that is an arbitrarily small fraction `c` of the error. -/
theorem update_error (h : IsQuasiparticle e v d w) {c : ℝ} (hc : 0 < c) :
    ∀ᶠ x in 𝓝 w, |update e v d x - w + strength v d w * (x - w)| ≤ c * |x - w| := by
  filter_upwards [(hasDerivAt_iff_isLittleO.mp (hasDerivAt_selfEnergy h.off_pole)).def hc]
    with x hx
  simp only [Real.norm_eq_abs, smul_eq_mul] at hx
  have e1 : update e v d x - w + strength v d w * (x - w) =
      selfEnergy v d x - selfEnergy v d w - (x - w) * (-strength v d w) := by
    unfold update
    linear_combination (-1 : ℝ) * h.solves
  rw [e1]
  exact hx

/-- A quasiparticle solution with `S(w) < 1` is attracting: the iteration started close enough
to it never meets a pole and converges to it. -/
theorem attracting (h : IsQuasiparticle e v d w) (hS : strength v d w < 1) :
    ∃ δ > 0, ∀ x, |x - w| < δ → (∀ n i, (update e v d)^[n] x ≠ d i) ∧
      Tendsto (fun n => (update e v d)^[n] x) atTop (𝓝 w) := by
  obtain ⟨q, hSq, hq1⟩ := exists_between hS
  have hS0 := strength_nonneg v d w
  have hq0 : 0 ≤ q := hS0.trans hSq.le
  have hoff : ∀ᶠ x in 𝓝 w, ∀ i, x ≠ d i :=
    eventually_all.mpr fun i => isOpen_ne.mem_nhds (h.off_pole i)
  obtain ⟨δ, hδ, hball⟩ :=
    Metric.eventually_nhds_iff.mp (hoff.and (update_error h (sub_pos.mpr hSq)))
  -- one step contracts the error by the factor `q`
  have step : ∀ y, |y - w| < δ → |update e v d y - w| ≤ q * |y - w| := by
    intro y hy
    have hb := (@hball y (by rwa [Real.dist_eq])).2
    have t : |(update e v d y - w + strength v d w * (y - w)) - strength v d w * (y - w)| ≤
        |update e v d y - w + strength v d w * (y - w)| + |strength v d w * (y - w)| :=
      norm_sub_le _ _
    rw [add_sub_cancel_right, abs_mul, abs_of_nonneg hS0] at t
    linarith
  refine ⟨δ, hδ, fun x hx => ?_⟩
  have small : ∀ n : ℕ, q ^ n * |x - w| < δ := fun n =>
    (mul_le_of_le_one_left (abs_nonneg _) (pow_le_one₀ hq0 hq1.le)).trans_lt hx
  have bound : ∀ n : ℕ, |(update e v d)^[n] x - w| ≤ q ^ n * |x - w| := by
    intro n
    induction n with
    | zero => simp
    | succ n ih =>
      rw [Function.iterate_succ_apply']
      calc _ ≤ q * |(update e v d)^[n] x - w| := step _ (ih.trans_lt (small n))
        _ ≤ q * (q ^ n * |x - w|) := mul_le_mul_of_nonneg_left ih hq0
        _ = q ^ (n + 1) * |x - w| := by ring
  constructor
  · intro n
    exact (hball (by rw [Real.dist_eq]; exact (bound n).trans_lt (small n))).1
  · have lim := (tendsto_pow_atTop_nhds_zero_of_lt_one hq0 hq1).mul_const |x - w|
    rw [zero_mul] at lim
    exact tendsto_iff_dist_tendsto_zero.mpr (squeeze_zero (fun _ => dist_nonneg)
      (fun n => by rw [Real.dist_eq]; exact bound n) lim)

end

end Attracting
```

The compiler's answer:

```
Main.lean:75:6: error: Type mismatch
  norm_sub_le ?m.291 ?m.292
has type
  ‖?m.291 - ?m.292‖ ≤ ‖?m.291‖ + ‖?m.292‖
but is expected to have type
  |update e v d y - w + strength v d w * (y - w) - strength v d w * (y - w)| ≤
    |update e v d y - w + strength v d w * (y - w)| + |strength v d w * (y - w)|
```

The error is in the triangle inequality `t`, which is stated with absolute values of real numbers, while `norm_sub_le` is stated with norms. On the reals the two are equal by definition, but Lean has to know that the norm is the one on the reals before it can unfold it to an absolute value. The expected type doesn't tell it that: a norm is a real number whatever space its argument lives in, and both arguments of `norm_sub_le` were left as `_`. They are still undetermined in the message, as `?m.291` and `?m.292`, and Lean reports a type mismatch.

The repair first rewrites the goal with `simp only [← Real.norm_eq_abs]`, which turns each absolute value into a norm on the reals. The goal then has the same form as `norm_sub_le`, so Lean can read off the space and both arguments, and `exact norm_sub_le _ _` closes it. The statement of `t` is unchanged, so the lines after it work as written.

The mended proof, as a diff:

```diff
@@ -73,5 +73,5 @@
     have t : |(update e v d y - w + strength v d w * (y - w)) - strength v d w * (y - w)| ≤
         |update e v d y - w + strength v d w * (y - w)| + |strength v d w * (y - w)| :=
-      norm_sub_le _ _
+      by simp only [← Real.norm_eq_abs]; exact norm_sub_le _ _
     rw [add_sub_cancel_right, abs_mul, abs_of_nonneg hS0] at t
     linarith
```
